# Evolving two operators under the same Hermitian Hamiltonian preserves the real part of their trace overlap

Let two operators on a finite-dimensional space evolve for the same real time t under one fixed Hermitian Hamiltonian H, each operator A becoming exp(−itH) A exp(itH). The lemma says that the real number Re tr(X†Y) is the same after the evolution as before it, for any complex square matrices X and Y, which need be neither Hermitian nor normalised. The proof first shows that the adjoint of exp(−itH) is exp(itH) and that exp(itH) exp(−itH) = 1. It then writes U and V for exp(−itH) and exp(itH), cancels the product VU in the middle of the evolved expression, and removes the outer pair by the cyclic property of the trace.

This version doesn't compile in Lean 4 with Mathlib:

```lean
import Mathlib

open Matrix Filter
open Complex (I)
open NormedSpace (exp)
open scoped Topology Matrix.Norms.Operator

namespace OverlapEvolve

noncomputable section

variable {n : Type*} [Fintype n]

/-- The real overlap `Re tr(X† Y)` of two operators. -/
def overlap (X Y : Matrix n n ℂ) : ℝ := (Xᴴ * Y).trace.re

variable [DecidableEq n]

/-- The operator `exp(-itH) A exp(itH)` reached from `A` after time `t`. -/
def evolve (H : Matrix n n ℂ) (t : ℝ) (A : Matrix n n ℂ) : Matrix n n ℂ :=
  exp (t • ((-I) • H)) * A * exp (t • (I • H))

/-- Evolution under a Hermitian Hamiltonian preserves the overlap of two operators. -/
theorem overlap_evolve {H : Matrix n n ℂ} (hH : H.IsHermitian) (t : ℝ)
    (X Y : Matrix n n ℂ) : overlap (evolve H t X) (evolve H t Y) = overlap X Y := by
  have hU : (NormedSpace.exp (t • ((-Complex.I) • H)))ᴴ
      = NormedSpace.exp (t • (Complex.I • H)) := by
    rw [← Matrix.exp_conjTranspose]
    congr 1
    simp [Matrix.conjTranspose_smul, hH.eq]
  have hVU : NormedSpace.exp (t • (Complex.I • H))
      * NormedSpace.exp (t • ((-Complex.I) • H)) = 1 := by
    have hn : t • ((-Complex.I) • H) = -(t • (Complex.I • H)) := by simp
    rw [hn, ← Matrix.exp_add_of_commute _ _ (Commute.refl _).neg_right, add_neg_cancel,
      NormedSpace.exp_zero]
  unfold overlap evolve
  generalize NormedSpace.exp (t • ((-Complex.I) • H)) = U at *
  generalize NormedSpace.exp (t • (Complex.I • H)) = V at *
  have hV : Vᴴ = U := by rw [← hU, Matrix.conjTranspose_conjTranspose]
  have h : (U * X * V)ᴴ * (U * Y * V) = U * (Xᴴ * Y) * V := by
    rw [Matrix.conjTranspose_mul, Matrix.conjTranspose_mul, hU, hV]
    calc U * (V * 0 + Xᴴ * V) * (U * Y * V) = U * (Xᴴ * (V * U) * Y) * V := by noncomm_ring
      _ = U * (Xᴴ * Y) * V := by rw [hVU, mul_one]
  rw [h, Matrix.trace_mul_comm, ← mul_assoc, hVU, one_mul]

end

end OverlapEvolve
```

The compiler's answer:

```
Main.lean:34:44: error(lean.synthInstanceFailed): failed to synthesize instance of type class
  HasDistribNeg (Matrix ?m.134 ?m.134 ?m.135)

Hint: Type class instance resolution failures can be inspected with the `set_option trace.Meta.synthInstance true` command.
Main.lean:42:9: error: invalid 'calc' step, left-hand side is
  U * (V * 0 + Xᴴ * V) * (U * Y * V) : Matrix n n ℂ
but is expected to be
  U * (Xᴴ * V) * (U * Y * V) : Matrix n n ℂ
```

The first error is about missing type information. In `(Commute.refl _).neg_right` the underscore leaves the matrix open, and Lean needs a `HasDistribNeg` instance for its type while the index and entry types are still unknown, as the `?m` marks in the message show. The instance search therefore fails. The repair writes `Commute.refl (t • (I • H))`, which fixes both types.

The second error is a mismatch at the start of the `calc` block. After the rewrites the goal's left-hand side is `U * (Xᴴ * V) * (U * Y * V)`, but the first step begins with `U * (V * 0 + Xᴴ * V) * (U * Y * V)`. The extra `V * 0` is zero, so the two expressions are equal, but `calc` does not do the algebra needed to match its first expression to the goal. Deleting that term makes them agree.

Shortening `NormedSpace.exp` to `exp` and `Complex.I` to `I` is mere tidying, since the file already opens both names.

The repair, with which the file compiles:

```diff
@@ -24,21 +24,19 @@
 theorem overlap_evolve {H : Matrix n n ℂ} (hH : H.IsHermitian) (t : ℝ)
     (X Y : Matrix n n ℂ) : overlap (evolve H t X) (evolve H t Y) = overlap X Y := by
-  have hU : (NormedSpace.exp (t • ((-Complex.I) • H)))ᴴ
-      = NormedSpace.exp (t • (Complex.I • H)) := by
+  have hU : (exp (t • ((-I) • H)))ᴴ = exp (t • (I • H)) := by
     rw [← Matrix.exp_conjTranspose]
     congr 1
     simp [Matrix.conjTranspose_smul, hH.eq]
-  have hVU : NormedSpace.exp (t • (Complex.I • H))
-      * NormedSpace.exp (t • ((-Complex.I) • H)) = 1 := by
-    have hn : t • ((-Complex.I) • H) = -(t • (Complex.I • H)) := by simp
-    rw [hn, ← Matrix.exp_add_of_commute _ _ (Commute.refl _).neg_right, add_neg_cancel,
-      NormedSpace.exp_zero]
+  have hVU : exp (t • (I • H)) * exp (t • ((-I) • H)) = 1 := by
+    have hn : t • ((-I) • H) = -(t • (I • H)) := by simp
+    rw [hn, ← Matrix.exp_add_of_commute _ _ (Commute.refl (t • (I • H))).neg_right,
+      add_neg_cancel, NormedSpace.exp_zero]
   unfold overlap evolve
-  generalize NormedSpace.exp (t • ((-Complex.I) • H)) = U at *
-  generalize NormedSpace.exp (t • (Complex.I • H)) = V at *
+  generalize exp (t • ((-I) • H)) = U at *
+  generalize exp (t • (I • H)) = V at *
   have hV : Vᴴ = U := by rw [← hU, Matrix.conjTranspose_conjTranspose]
   have h : (U * X * V)ᴴ * (U * Y * V) = U * (Xᴴ * Y) * V := by
     rw [Matrix.conjTranspose_mul, Matrix.conjTranspose_mul, hU, hV]
-    calc U * (V * 0 + Xᴴ * V) * (U * Y * V) = U * (Xᴴ * (V * U) * Y) * V := by noncomm_ring
+    calc U * (Xᴴ * V) * (U * Y * V) = U * (Xᴴ * (V * U) * Y) * V := by noncomm_ring
       _ = U * (Xᴴ * Y) * V := by rw [hVU, mul_one]
   rw [h, Matrix.trace_mul_comm, ← mul_assoc, hVU, one_mul]
```
